# In finite dimension, an energy error $e$ and a gap $g$ bound property errors by $2\|A\|\sqrt{e/g}$

Let $H$ be a Hermitian operator on a finite-dimensional complex Hilbert space, with a nondegenerate ground state given by the unit vector $\psi$, ground energy $E$ and gap $g>0$ to the rest of the spectrum. If a unit vector $\varphi$ has mean energy $E+e$, then every operator $A$ satisfies

$$|\langle\varphi,A\varphi\rangle-\langle\psi,A\psi\rangle|\le 2\|A\|\sqrt{e/g},$$

where $\|A\|$ is the operator norm. A two-level example attains equality for every $0\le e\le g$.

## Energies and properties of a trial state

In a variational calculation within a finite basis, this bound converts an energy error into a guarantee for other expectation values. If $e/g=10^{-6}$, it guarantees a property with $\|A\|=1$ to within $2\cdot10^{-3}$. Both energies must belong to the same finite-dimensional $H$, so basis-set error is not included.

## Gap, expectation value and density matrix

`IsGappedGround H ψ E g` says that $H$ is Hermitian, $\|\psi\|=1$, $H\psi=E\psi$, and every eigenvector that is not a multiple of $\psi$ has eigenvalue at least $E+g$. With $g>0$, this makes $E$ the lowest eigenvalue and simple. The gap is assumed, not computed from a Hamiltonian.

`expect A φ` is the complex number $\langle\varphi,A\varphi\rangle$, with the inner product linear in its second argument. The main theorem, `property_error_le`, does not require $A$ to be Hermitian, so it applies to off-diagonal density-matrix elements.

For these, `density_matrix_error_le` takes operators $a_p$ with $a_p^\dagger a_p+a_pa_p^\dagger=1$ and bounds the error of $\langle a_p^\dagger a_q\rangle$ by $2\sqrt{e/g}$. Lean's `star` is the adjoint. No relation between different modes is needed. Since the $a_p$ change the particle number, the space is a full Fock space for fermions, and $\psi$ must be the ground state, with gap $g$, over all its particle-number sectors. For a fixed particle number, `property_error_le` can be applied within that sector to the restriction of $a_p^\dagger a_q$, whose norm is also at most one; $\psi$ and $g$ are then the ground state and gap of that sector.

## From energy error to property error

**Energy orthogonal to the ground state.** Let $Hb_i=\lambda_ib_i$ for an orthonormal basis $b_i$, and let $\langle\psi,x\rangle=0$. Then
$$\langle x,Hx\rangle=\sum_i\lambda_i|\langle b_i,x\rangle|^2\ge(E+g)\|x\|^2.$$
If $b_i$ is a multiple of $\psi$, its term vanishes; otherwise $\lambda_i\ge E+g$.

**Lost overlap.** Put $c=\langle\psi,\varphi\rangle$ and $x=\varphi-c\psi$. Then $\langle\psi,x\rangle=0$, $\|x\|^2=1-|c|^2$, and, since $\langle\psi,H\varphi\rangle=Ec$,
$$\langle x,Hx\rangle=E+e-2E|c|^2+E|c|^2=E+e-E|c|^2.$$
The first step gives $(E+g)(1-|c|^2)\le E+e-E|c|^2$, hence $g(1-|c|^2)\le e$.

**Polarisation.** Choose a phase $u$ with $c=|c|u$ and set $\chi=u\psi$. This leaves $\langle A\rangle$ unchanged and makes $\langle\chi,\varphi\rangle=|c|$ real, so $\|\varphi\mp\chi\|^2=2\mp2|c|$ and
$$\|\varphi-\chi\|\,\|\varphi+\chi\|=2\sqrt{1-|c|^2}.$$
Expanding the right-hand side below confirms that
$$2(\langle\varphi,A\varphi\rangle-\langle\chi,A\chi\rangle)=\langle\varphi-\chi,A(\varphi+\chi)\rangle+\langle\varphi+\chi,A(\varphi-\chi)\rangle.$$
Each term on the right has modulus at most $2\|A\|\sqrt{1-|c|^2}$. Halving the sum and inserting $1-|c|^2\le e/g$ proves the bound.

**Density-matrix elements.** Taking the expectation value of the anticommutation relation in any $x$ gives $\|a_px\|^2+\|a_p^\dagger x\|^2=\|x\|^2$. Thus $\|a_p\|\le1$ and $\|a_p^\dagger a_q\|\le1$.

## Equality in two levels, and the end points

Take $H=\mathrm{diag}(0,g)$, $\psi=(1,0)$ and $\varphi=(c,s)$, now with real $c$, $s\ge0$ and $c^2+s^2=1$. The energy error is $e=gs^2$. The Hermitian matrix
$$A=\begin{pmatrix}-s&c\\c&s\end{pmatrix}$$
satisfies $A^2=1$, so $\|A\|=1$. Its expectation values are $s$ in $\varphi$ and $-s$ in $\psi$, and they differ by $2s=2\sqrt{e/g}$. Neither the constant nor the square root in the general bound can be improved; this example does not settle the best constant for density-matrix elements.

At $e=0$ the bound forces all expectation values to agree. At $e=g$ it is $2\|A\|$, which already holds for any two unit vectors. In dimension one, $\varphi$ is $\psi$ up to a phase and both sides are zero.

## The Lean file

```lean
import Mathlib

open scoped ComplexConjugate

namespace PropertyErrors

noncomputable section

variable {V : Type*} [NormedAddCommGroup V] [InnerProductSpace ℂ V]

/-- The expectation value `⟨φ, A φ⟩` of an operator `A` in the vector `φ`. -/
def expect (A : V →L[ℂ] V) (φ : V) : ℂ := inner ℂ φ (A φ)

/-- `H` is Hermitian, `ψ` is a unit eigenvector of energy `E`, and every eigenvector that is
not a multiple of `ψ` has eigenvalue at least `E + g`. -/
structure IsGappedGround (H : V →L[ℂ] V) (ψ : V) (E g : ℝ) : Prop where
  hermitian : ∀ x y, inner ℂ (H x) y = inner ℂ x (H y)
  unit : ‖ψ‖ = 1
  eigen : H ψ = (E : ℂ) • ψ
  gap : ∀ (μ : ℝ) (v : V), H v = (μ : ℂ) • v → (∀ a : ℂ, v ≠ a • ψ) → E + g ≤ μ

/-- In finite dimension, a vector `x` orthogonal to the gapped ground state has `⟨x, H x⟩` at least
`E + g` times its squared norm. -/
theorem energy_orthogonal_ge [FiniteDimensional ℂ V] {H : V →L[ℂ] V} {ψ : V} {E g : ℝ}
    (hψ : IsGappedGround H ψ E g) {x : V} (hx : inner ℂ ψ x = 0) :
    (E + g) * ‖x‖ ^ 2 ≤ (expect H x).re := by
  have nn : ∀ y : V, inner ℂ y y = ((‖y‖ ^ 2 : ℝ) : ℂ) := fun y =>
    (inner_self_eq_norm_sq_to_K y).trans (Complex.ofReal_pow _ _).symm
  have hH : (H : V →ₗ[ℂ] V).IsSymmetric := fun x y => hψ.hermitian x y
  -- expand in an orthonormal eigenbasis of `H`
  obtain ⟨b, lam, hb⟩ : ∃ (b : OrthonormalBasis (Fin (Module.finrank ℂ V)) ℂ V)
      (lam : Fin (Module.finrank ℂ V) → ℝ), ∀ i, H (b i) = (lam i : ℂ) • b i :=
    ⟨hH.eigenvectorBasis rfl, hH.eigenvalues rfl, fun i => hH.apply_eigenvectorBasis rfl i⟩
  have key : ∀ i, inner ℂ x (b i) * inner ℂ (b i) x = ((‖inner ℂ (b i) x‖ ^ 2 : ℝ) : ℂ) := by
    intro i
    rw [← inner_conj_symm x (b i), Complex.conj_mul', Complex.ofReal_pow]
  have e1 : ‖x‖ ^ 2 = ∑ i, ‖inner ℂ (b i) x‖ ^ 2 := by
    apply Complex.ofReal_inj.mp
    rw [← nn x, ← b.sum_inner_mul_inner x x, Complex.ofReal_sum]
    exact Finset.sum_congr rfl fun i _ => key i
  have e2 : inner ℂ x (H x) = ((∑ i, lam i * ‖inner ℂ (b i) x‖ ^ 2 : ℝ) : ℂ) := by
    rw [← b.sum_inner_mul_inner x (H x), Complex.ofReal_sum]
    refine Finset.sum_congr rfl fun i _ => ?_
    have h : inner ℂ (b i) (H x) = (lam i : ℂ) * inner ℂ (b i) x := by
      rw [← hψ.hermitian, hb i, inner_smul_left, Complex.conj_ofReal]
    rw [h, Complex.ofReal_mul, ← key i]
    ring
  rw [expect, e2, Complex.ofReal_re, e1, Finset.mul_sum]
  refine Finset.sum_le_sum fun i _ => ?_
  by_cases h : ∃ a : ℂ, b i = a • ψ
  · obtain ⟨a, ha⟩ := h
    have h0 : inner ℂ (b i) x = 0 := by rw [ha, inner_smul_left, hx, mul_zero]
    simp [h0]
  · exact mul_le_mul_of_nonneg_right
      (hψ.gap _ _ (hb i) fun a ha => h ⟨a, ha⟩) (sq_nonneg _)

/-- In finite dimension, the weight of a unit trial vector outside the gapped ground state,
multiplied by `g`, is at most its energy error `e`. -/
theorem gap_mul_infidelity_le [FiniteDimensional ℂ V] {H : V →L[ℂ] V} {ψ φ : V} {E g e : ℝ}
    (hψ : IsGappedGround H ψ E g) (hφ : ‖φ‖ = 1) (he : expect H φ = ((E + e : ℝ) : ℂ)) :
    g * (1 - ‖inner ℂ ψ φ‖ ^ 2) ≤ e := by
  have nn : ∀ y : V, inner ℂ y y = ((‖y‖ ^ 2 : ℝ) : ℂ) := fun y =>
    (inner_self_eq_norm_sq_to_K y).trans (Complex.ofReal_pow _ _).symm
  have h1 : inner ℂ ψ ψ = (1 : ℂ) := by rw [nn, hψ.unit]; norm_num
  have h2 : inner ℂ φ φ = (1 : ℂ) := by rw [nn, hφ]; norm_num
  obtain ⟨c, hc⟩ : ∃ c : ℂ, inner ℂ ψ φ = c := ⟨_, rfl⟩
  have hc' : inner ℂ φ ψ = conj c := by rw [← hc, inner_conj_symm]
  have hcc : conj c * c = (‖c‖ : ℂ) ^ 2 := Complex.conj_mul' c
  have h3 : inner ℂ ψ (H φ) = (E : ℂ) * c := by
    rw [← hψ.hermitian, hψ.eigen, inner_smul_left, Complex.conj_ofReal, hc]
  rw [expect] at he
  -- the component of `φ` orthogonal to the ground state
  have ho : inner ℂ ψ (φ - c • ψ) = 0 := by
    rw [inner_sub_right, inner_smul_right, hc, h1]; ring
  have hn : inner ℂ (φ - c • ψ) (φ - c • ψ) = ((1 - ‖c‖ ^ 2 : ℝ) : ℂ) := by
    simp only [inner_sub_left, inner_sub_right, inner_smul_left, inner_smul_right,
      h1, h2, hc, hc']
    push_cast
    linear_combination -hcc
  have hE : inner ℂ (φ - c • ψ) (H (φ - c • ψ)) = ((E + e - E * ‖c‖ ^ 2 : ℝ) : ℂ) := by
    simp only [map_sub, map_smul, hψ.eigen, inner_sub_left, inner_sub_right,
      inner_smul_left, inner_smul_right, h1, h3, hc', he]
    push_cast
    linear_combination -(E : ℂ) * hcc
  have h := energy_orthogonal_ge hψ ho
  rw [expect, hE, Complex.ofReal_re, Complex.ofReal_inj.mp ((nn _).symm.trans hn)] at h
  rw [hc]
  nlinarith [h]

/-- For unit vectors, expectation values of any bounded operator `A` differ by at most
`2 ‖A‖ √(1 - |⟨ψ, φ⟩|²)`. -/
theorem expect_sub_le_overlap (A : V →L[ℂ] V) {ψ φ : V} (hψ : ‖ψ‖ = 1) (hφ : ‖φ‖ = 1) :
    ‖expect A φ - expect A ψ‖ ≤ 2 * ‖A‖ * √(1 - ‖inner ℂ ψ φ‖ ^ 2) := by
  have nn : ∀ y : V, inner ℂ y y = ((‖y‖ ^ 2 : ℝ) : ℂ) := fun y =>
    (inner_self_eq_norm_sq_to_K y).trans (Complex.ofReal_pow _ _).symm
  obtain ⟨c, hc⟩ : ∃ c : ℂ, inner ℂ ψ φ = c := ⟨_, rfl⟩
  -- choose the phase of `ψ` that makes the overlap real
  obtain ⟨u, hu, hcu⟩ : ∃ u : ℂ, ‖u‖ = 1 ∧ (‖c‖ : ℂ) * u = c :=
    ⟨_, Complex.norm_exp_ofReal_mul_I _, Complex.norm_mul_exp_arg_mul_I c⟩
  have huu : conj u * u = 1 := by rw [Complex.conj_mul', hu]; norm_num
  obtain ⟨χ, hχ⟩ : ∃ χ : V, χ = u • ψ := ⟨_, rfl⟩
  have hA : expect A χ = expect A ψ := by
    simp only [expect, hχ, map_smul, inner_smul_left, inner_smul_right]
    linear_combination inner ℂ ψ (A ψ) * huu
  have h1 : inner ℂ χ φ = (‖c‖ : ℂ) := by
    rw [hχ, inner_smul_left, hc]
    linear_combination (‖c‖ : ℂ) * huu - conj u * hcu
  have h2 : inner ℂ φ χ = (‖c‖ : ℂ) := by
    rw [← inner_conj_symm, h1, Complex.conj_ofReal]
  have h3 : inner ℂ φ φ = (1 : ℂ) := by rw [nn, hφ]; norm_num
  have h4 : inner ℂ χ χ = (1 : ℂ) := by rw [nn, hχ, norm_smul, hu, hψ]; norm_num
  have hm : ‖φ - χ‖ ^ 2 = 2 - 2 * ‖c‖ := by
    apply Complex.ofReal_inj.mp
    rw [← nn, inner_sub_left, inner_sub_right, inner_sub_right, h1, h2, h3, h4]
    push_cast
    ring
  have hp : ‖φ + χ‖ ^ 2 = 2 + 2 * ‖c‖ := by
    apply Complex.ofReal_inj.mp
    rw [← nn, inner_add_left, inner_add_right, inner_add_right, h1, h2, h3, h4]
    push_cast
    ring
  have hs : ‖φ - χ‖ * ‖φ + χ‖ / 2 ≤ √(1 - ‖c‖ ^ 2) := by
    refine (le_abs_self _).trans (Real.abs_le_sqrt (le_of_eq ?_))
    rw [div_pow, mul_pow, hm, hp]
    ring
  -- polarisation in the difference and the sum of the two states
  have hid : 2 * (expect A φ - expect A χ) =
      inner ℂ (φ - χ) (A (φ + χ)) + inner ℂ (φ + χ) (A (φ - χ)) := by
    simp only [expect, map_add, map_sub, inner_add_left, inner_add_right,
      inner_sub_left, inner_sub_right]
    ring
  have hb : ∀ x y : V, ‖inner ℂ x (A y)‖ ≤ ‖x‖ * (‖A‖ * ‖y‖) := fun x y =>
    (norm_inner_le_norm x (A y)).trans
      (mul_le_mul_of_nonneg_left (A.le_opNorm y) (norm_nonneg x))
  have ht := norm_add_le (inner ℂ (φ - χ) (A (φ + χ))) (inner ℂ (φ + χ) (A (φ - χ)))
  rw [← hid, norm_mul, Complex.norm_ofNat] at ht
  rw [hc, ← hA]
  nlinarith [hb (φ - χ) (φ + χ), hb (φ + χ) (φ - χ),
    mul_le_mul_of_nonneg_left hs (norm_nonneg A)]

/-- In finite dimension, with a gap `g > 0` above the ground state `ψ`, a unit trial vector
with energy error `e` gives every expectation value to within `2 ‖A‖ √(e / g)`. -/
theorem property_error_le [FiniteDimensional ℂ V] {H : V →L[ℂ] V} {ψ φ : V} {E g e : ℝ}
    (hψ : IsGappedGround H ψ E g) (hg : 0 < g) (hφ : ‖φ‖ = 1)
    (he : expect H φ = ((E + e : ℝ) : ℂ)) (A : V →L[ℂ] V) :
    ‖expect A φ - expect A ψ‖ ≤ 2 * ‖A‖ * √(e / g) := by
  refine (expect_sub_le_overlap A hψ.unit hφ).trans ?_
  have h : 1 - ‖inner ℂ ψ φ‖ ^ 2 ≤ e / g := by
    rw [le_div_iff₀ hg]
    linarith [gap_mul_infidelity_le hψ hφ he]
  exact mul_le_mul_of_nonneg_left (Real.sqrt_le_sqrt h) (by positivity)

/-- An operator with the fermionic relation `a† a + a a† = 1` has norm at most one. -/
theorem norm_annihilator_le [CompleteSpace V] {a : V →L[ℂ] V}
    (ha : star a * a + a * star a = 1) : ‖a‖ ≤ 1 := by
  have nn : ∀ y : V, inner ℂ y y = ((‖y‖ ^ 2 : ℝ) : ℂ) := fun y =>
    (inner_self_eq_norm_sq_to_K y).trans (Complex.ofReal_pow _ _).symm
  refine a.opNorm_le_bound zero_le_one fun x => ?_
  have h : star a (a x) + a (star a x) = x := congrArg (fun T : V →L[ℂ] V => T x) ha
  have h1 : inner ℂ x (star a (a x)) = ((‖a x‖ ^ 2 : ℝ) : ℂ) := by
    rw [ContinuousLinearMap.star_eq_adjoint, ContinuousLinearMap.adjoint_inner_right, nn]
  have h2 : inner ℂ x (a (star a x)) = ((‖star a x‖ ^ 2 : ℝ) : ℂ) := by
    rw [← nn, ContinuousLinearMap.star_eq_adjoint, ContinuousLinearMap.adjoint_inner_left]
  -- the two occupations add up to the squared norm
  have h3 : ‖a x‖ ^ 2 + ‖star a x‖ ^ 2 = ‖x‖ ^ 2 := by
    apply Complex.ofReal_inj.mp
    rw [Complex.ofReal_add, ← h1, ← h2, ← inner_add_right, h, nn]
  rw [one_mul]
  exact le_of_sq_le_sq (by nlinarith [sq_nonneg ‖star a x‖]) (norm_nonneg x)
where
  le_of_sq_le_sq {s t : ℝ} (h : s ^ 2 ≤ t ^ 2) (ht : 0 ≤ t) : s ≤ t :=
    (abs_le_of_sq_le_sq' h ht).2

/-- In finite dimension with gap `g > 0`, and for operators satisfying `a_p† a_p + a_p a_p† = 1` for
every `p`, each element `⟨φ, a_p† a_q φ⟩` of the one-particle density matrix of a unit trial vector
with energy error `e` is within `2 √(e / g)` of its ground-state value. -/
theorem density_matrix_error_le [FiniteDimensional ℂ V] [CompleteSpace V] {ι : Type*}
    {H : V →L[ℂ] V} {ψ φ : V} {E g e : ℝ} (hψ : IsGappedGround H ψ E g) (hg : 0 < g)
    (hφ : ‖φ‖ = 1) (he : expect H φ = ((E + e : ℝ) : ℂ)) (a : ι → V →L[ℂ] V)
    (ha : ∀ p, star (a p) * a p + a p * star (a p) = 1) (p q : ι) :
    ‖expect (star (a p) * a q) φ - expect (star (a p) * a q) ψ‖ ≤ 2 * √(e / g) := by
  have h : ‖star (a p) * a q‖ ≤ 1 := by
    refine (norm_mul_le _ _).trans ?_
    rw [norm_star]
    exact mul_le_one₀ (norm_annihilator_le (ha p)) (norm_nonneg _) (norm_annihilator_le (ha q))
  refine (property_error_le hψ hg hφ he _).trans ?_
  nlinarith [mul_le_mul_of_nonneg_right h (Real.sqrt_nonneg (e / g))]

/-- The operator on a two-level system given by a complex 2 by 2 matrix. -/
def qubitOp (M : Matrix (Fin 2) (Fin 2) ℂ) :
    EuclideanSpace ℂ (Fin 2) →L[ℂ] EuclideanSpace ℂ (Fin 2) :=
  Matrix.toEuclideanCLM (n := Fin 2) (𝕜 := ℂ) M

/-- The lowering matrix of a single fermionic mode satisfies `a† a + a a† = 1`. -/
theorem annihilator_witness :
    star (qubitOp !![0, 1; 0, 0]) * qubitOp !![0, 1; 0, 0]
      + qubitOp !![0, 1; 0, 0] * star (qubitOp !![0, 1; 0, 0]) = 1 := by
  have h : star (!![0, 1; 0, 0] : Matrix (Fin 2) (Fin 2) ℂ) * !![0, 1; 0, 0]
      + !![0, 1; 0, 0] * star (!![0, 1; 0, 0] : Matrix (Fin 2) (Fin 2) ℂ) = 1 := by
    have hstar : star (!![0, 1; 0, 0] : Matrix (Fin 2) (Fin 2) ℂ) = !![0, 0; 1, 0] := by
      ext i j
      fin_cases i <;> fin_cases j <;> simp
    rw [hstar, Matrix.mul_fin_two, Matrix.mul_fin_two]
    ext i j
    fin_cases i <;> fin_cases j <;> simp
  unfold qubitOp
  rw [← map_star, ← map_mul, ← map_mul, ← map_add, h, map_one]

/-- For every real `g`, the matrix `diag(0, g)` and the first basis vector satisfy `IsGappedGround`
with energy `0` and parameter `g`; for `g > 0` this vector is the ground state and `g` is the gap.
-/
theorem isGappedGround_witness (g : ℝ) :
    IsGappedGround (qubitOp !![0, 0; 0, (g : ℂ)]) !₂[1, 0] 0 g := by
  have ap : ∀ (x : EuclideanSpace ℂ (Fin 2)) (i : Fin 2),
      (qubitOp !![0, 0; 0, (g : ℂ)] x) i = !![0, 0; 0, (g : ℂ)] i 0 * x 0
        + !![0, 0; 0, (g : ℂ)] i 1 * x 1 := by
    intro x i
    change (Matrix.mulVec !![0, 0; 0, (g : ℂ)] x.ofLp) i = _
    simp only [Matrix.mulVec, dotProduct, Fin.sum_univ_two]
  refine ⟨fun x y => ?_, ?_, ?_, fun μ v hv hn => ?_⟩
  · simp only [PiLp.inner_apply, Fin.sum_univ_two, RCLike.inner_apply, ap]
    simp
    ring
  · simp [EuclideanSpace.norm_eq, Fin.sum_univ_two]
  · ext i
    rw [ap]
    fin_cases i <;> simp
  · -- an eigenvector with an upper component has eigenvalue `g`
    have h1 : (g : ℂ) * v 1 = μ * v 1 := by
      have h := congrArg (fun w : EuclideanSpace ℂ (Fin 2) => w 1) hv
      simpa [ap] using h
    have hv1 : v 1 ≠ 0 := fun h0 => hn (v 0) (by ext i; fin_cases i <;> simp [h0])
    have h2 : g = μ := Complex.ofReal_inj.mp (mul_right_cancel₀ hv1 h1)
    linarith

/-- For `diag(0, g)` with `g > 0` and the unit trial vector `(c, s)`, `s ≥ 0`, of energy
`g s²`, a Hermitian observable of norm one has error exactly `2 √(e / g)` with `e = g s²`. -/
theorem property_error_sharp {g c s : ℝ} (hg : 0 < g) (hs : 0 ≤ s) (h : c ^ 2 + s ^ 2 = 1) :
    ‖(!₂[(c : ℂ), (s : ℂ)] : EuclideanSpace ℂ (Fin 2))‖ = 1 ∧
    expect (qubitOp !![0, 0; 0, (g : ℂ)]) !₂[(c : ℂ), (s : ℂ)] = ((0 + g * s ^ 2 : ℝ) : ℂ) ∧
    IsSelfAdjoint (qubitOp !![-(s : ℂ), c; c, s]) ∧ ‖qubitOp !![-(s : ℂ), c; c, s]‖ = 1 ∧
    ‖expect (qubitOp !![-(s : ℂ), c; c, s]) !₂[(c : ℂ), (s : ℂ)]
      - expect (qubitOp !![-(s : ℂ), c; c, s]) !₂[1, 0]‖ = 2 * √(g * s ^ 2 / g) := by
  have hC : (c : ℂ) ^ 2 + (s : ℂ) ^ 2 = 1 := by exact_mod_cast h
  have ex : ∀ (M : Matrix (Fin 2) (Fin 2) ℂ) (x y : ℂ), expect (qubitOp M) !₂[x, y] =
      conj x * (M 0 0 * x + M 0 1 * y) + conj y * (M 1 0 * x + M 1 1 * y) := by
    intro M x y
    have ap : ∀ i, (qubitOp M !₂[x, y]) i = M i 0 * x + M i 1 * y := by
      intro i
      change (Matrix.mulVec M ![x, y]) i = _
      simp [Matrix.mulVec, dotProduct, Fin.sum_univ_two]
    simp only [expect, PiLp.inner_apply, Fin.sum_univ_two, RCLike.inner_apply, ap]
    simp
    ring
  have hsa : star (qubitOp !![-(s : ℂ), c; c, s]) = qubitOp !![-(s : ℂ), c; c, s] := by
    unfold qubitOp
    rw [← map_star]
    congr 1
    ext i j
    fin_cases i <;> fin_cases j <;> simp
  -- the observable squares to the identity
  have hsq : qubitOp !![-(s : ℂ), c; c, s] * qubitOp !![-(s : ℂ), c; c, s] = 1 := by
    have hM : (!![-(s : ℂ), c; c, s] : Matrix (Fin 2) (Fin 2) ℂ) * !![-(s : ℂ), c; c, s]
        = 1 := by
      rw [Matrix.mul_fin_two, Matrix.one_fin_two]
      congr 1
      ext i j
      fin_cases i <;> fin_cases j
      · simp
        linear_combination hC
      · simp
        ring
      · simp
        ring
      · simp
        linear_combination hC
    unfold qubitOp
    rw [← map_mul, hM, map_one]
  have hno : ‖qubitOp !![-(s : ℂ), c; c, s]‖ = 1 := by
    have h1 := CStarRing.norm_star_mul_self (x := qubitOp !![-(s : ℂ), c; c, s])
    rw [hsa, hsq, norm_one] at h1
    nlinarith [norm_nonneg (qubitOp !![-(s : ℂ), c; c, s])]
  refine ⟨?_, ?_, hsa, hno, ?_⟩
  · simp [EuclideanSpace.norm_eq, Fin.sum_univ_two, h]
  · rw [ex]
    simp
    ring
  · have hd : expect (qubitOp !![-(s : ℂ), c; c, s]) !₂[(c : ℂ), (s : ℂ)]
        - expect (qubitOp !![-(s : ℂ), c; c, s]) !₂[1, 0] = ((2 * s : ℝ) : ℂ) := by
      rw [ex, ex]
      simp
      linear_combination (s : ℂ) * hC
    rw [hd, Complex.norm_real, Real.norm_of_nonneg (by positivity),
      mul_div_cancel_left₀ _ hg.ne', Real.sqrt_sq hs]

end

end PropertyErrors
```

```lean
#print axioms PropertyErrors.property_error_le
#print axioms PropertyErrors.density_matrix_error_le
#print axioms PropertyErrors.property_error_sharp
```

```
'PropertyErrors.property_error_le' depends on axioms: [propext, Classical.choice, Quot.sound]
'PropertyErrors.density_matrix_error_le' depends on axioms: [propext, Classical.choice, Quot.sound]
'PropertyErrors.property_error_sharp' depends on axioms: [propext, Classical.choice, Quot.sound]
```

## How the lemmas fit together

`energy_orthogonal_ge` is the eigenbasis step, and `gap_mul_infidelity_le` applies it to $\varphi-c\psi$. There `linear_combination` closes the expanded inner products using $\bar cc=|c|^2$. `expect_sub_le_overlap` contains the phase choice and, as `hid`, the polarisation identity; `nlinarith` combines the norm estimates. `property_error_le` joins the two bounds through monotonicity of the square root.

`norm_annihilator_le` supplies the norm needed for the density matrix. `annihilator_witness` and `isGappedGround_witness` give two-level instances of the assumptions, and `property_error_sharp` computes the equality case.

## The ground vector need not be located in the eigenbasis

Mathlib's `eigenvectorBasis` turns the symmetry of $H$ into an orthonormal basis of eigenvectors, with real `eigenvalues`. For $g>0$ one of these basis vectors is $\psi$ up to a phase. The proof never has to find out which: `by_cases` asks of each `b i` whether it is a multiple of `ψ`. If so, orthogonality removes its coefficient; if not, the field `gap` bounds its eigenvalue. An assumption about individual eigenvectors thereby becomes an energy bound for every vector orthogonal to $\psi$.
